# Spin states of a chain of spins ½ are symmetric under all neighbour exchanges exactly when the total spin is maximal

The charge degrees of freedom are frozen: each of $N$ localized orbitals holds one electron, and only its spin remains. A configuration $\sigma$ assigns up or down to every orbital, and a state $\psi$ assigns a complex amplitude $\psi(\sigma)$ to every configuration. The orbitals are numbered $0,\dots,N-1$, and `true` means up.

In Lean 4 with Mathlib:

```lean
import Mathlib

open ComplexConjugate

namespace FlatBandFerromagnetism

noncomputable section

/-- A spin configuration of `N` localized orbitals; `true` is spin up. -/
abbrev Config (N : ℕ) := Fin N → Bool

/-- A spin state: a complex amplitude for every configuration. -/
abbrev State (N : ℕ) := Config N → ℂ
```

Write $(i\,j)$ for the exchange of orbitals $i$ and $j$, so that $\sigma\circ(i\,j)$ is $\sigma$ with these two spins exchanged. The states of interest satisfy $\psi(\sigma\circ(i\,j))=\psi(\sigma)$ whenever $j=i+1$. The chain is open: its last and first orbitals do not count as neighbours.

This condition is assumed here and not derived from a Hamiltonian. It stands for the effect of the Hubbard repulsion in a flat-band chain whose neighbouring orbitals share a lattice site. With one electron per orbital and the creation operators kept in orbital order, a state without double occupancy on the shared site must give equal amplitudes to the two antiparallel arrangements of the neighbouring spins. Orbitals that share a single site are not orthogonal, but the total spin still acts on the amplitudes $\psi(\sigma)$ as defined below, because it changes only the spin labels. For such a finite chain, the results below supply the spin part of the argument for ferromagnetism.

```lean
variable {N : ℕ}

/-- The states invariant under the exchange of every neighbouring pair of spins. -/
def neighbourSymmetric (N : ℕ) : Submodule ℂ (State N) where
  carrier := {ψ | ∀ i j : Fin N, i.val + 1 = j.val → ∀ σ, ψ (σ ∘ Equiv.swap i j) = ψ σ}
  add_mem' ha hb i j h σ := congrArg₂ (· + ·) (ha i j h σ) (hb i j h σ)
  zero_mem' _ _ _ _ := rfl
  smul_mem' c _ hψ i j h σ := congrArg (c * ·) (hψ i j h σ)
```

The spin matrices are half the Pauli matrices, with $\hbar=1$. A matrix $M$ acts on orbital $i$ by $\sum_b M(\sigma_i,b)\,\psi(\sigma^{i\to b})$, where $\sigma^{i\to b}$ is $\sigma$ with the spin at $i$ replaced by $b$.

```lean
/-- Half the Pauli x matrix. -/
def sx (s t : Bool) : ℂ := if s = t then 0 else 1 / 2

/-- Half the Pauli y matrix. -/
def sy (s t : Bool) : ℂ :=
  if s = t then 0 else if s = true then -(Complex.I / 2) else Complex.I / 2

/-- Half the Pauli z matrix. -/
def sz (s t : Bool) : ℂ := if s = t then (if s = true then 1 / 2 else -(1 / 2)) else 0

/-- The operator that acts with the 2×2 matrix `M` on the spin of orbital `i`. -/
def site (M : Bool → Bool → ℂ) (i : Fin N) : Module.End ℂ (State N) where
  toFun ψ σ := ∑ b, M (σ i) b * ψ (Function.update σ i b)
  map_add' ψ φ := by
    funext σ; simp only [Pi.add_apply, Fintype.sum_bool]; ring
  map_smul' c ψ := by
    funext σ; simp only [Pi.smul_apply, smul_eq_mul, RingHom.id_apply, Fintype.sum_bool]; ring
```

From these come $\mathbf S_i\cdot\mathbf S_j$ and $\mathbf S^2$, the latter defined as the sum of the squares of the total components. Its relation to exchanges therefore has to be proved.

```lean
/-- The scalar product of the spins of orbitals `i` and `j`, in units of ħ². -/
def spinDot (i j : Fin N) : Module.End ℂ (State N) :=
  site sx i * site sx j + site sy i * site sy j + site sz i * site sz j

/-- The square of the total spin, in units of ħ². -/
def totalSpinSq (N : ℕ) : Module.End ℂ (State N) :=
  (∑ i, site sx i) ^ 2 + (∑ i, site sy i) ^ 2 + (∑ i, site sz i) ^ 2
```

Finally, $n(\sigma)$ denotes the number of up spins, called `ups` in the code.

```lean
/-- The number of up spins, between `0` and `N`. -/
def ups (σ : Config N) : Fin (N + 1) :=
  ⟨(Finset.univ.filter (fun i => σ i = true)).card,
    Nat.lt_succ_of_le ((Finset.card_le_univ _).trans_eq (Fintype.card_fin N))⟩
```

## (a) From neighbours to all permutations

Let $\psi$ be invariant under all neighbour exchanges. Show that for every permutation $e$ of the orbitals

$$\psi(\sigma\circ e)=\psi(\sigma).$$

For $i<j$ we have $(i\;\,j{+}1)=(j\;\,j{+}1)(i\,j)(j\;\,j{+}1)$. By induction on the distance, every exchange is a product of neighbour exchanges, and every permutation is a product of exchanges. If $e$ and $f$ both leave $\psi$ unchanged, so does their product: $\psi(\sigma\circ e\circ f)=\psi(\sigma\circ e)=\psi(\sigma)$.

The code takes the generation of permutations from Mathlib (`Equiv.Perm.mclosure_swap_castSucc_succ`). The induction then treats a generator, the identity and a product. For $N=0$ there is only one configuration.

```lean
/-- A state invariant under all neighbour exchanges is invariant under every permutation of
the spins. -/
theorem perm_invariant {ψ : State N} (h : ψ ∈ neighbourSymmetric N)
    (e : Equiv.Perm (Fin N)) (σ : Config N) : ψ (σ ∘ e) = ψ σ := by
  cases N with
  | zero => exact congrArg ψ (Subsingleton.elim _ _)
  | succ n =>
    -- neighbour exchanges generate all permutations
    have he : e ∈ Submonoid.closure
        (Set.range fun i : Fin n => Equiv.swap i.castSucc i.succ) := by
      rw [Equiv.Perm.mclosure_swap_castSucc_succ]; trivial
    induction he using Submonoid.closure_induction generalizing σ with
    | mem e he => obtain ⟨i, rfl⟩ := he; exact h i.castSucc i.succ (by simp) σ
    | one => rfl
    | mul e f _ _ he hf => exact (hf (σ ∘ e)).trans (he σ)
```

## (b) The possible numbers of up spins

Show that

$$\{n(\sigma)\}=\{0,1,\dots,N\}.$$

The bounds are clear, and they are built into the type of `ups`. For a given $k\le N$, choose $k$ orbitals and put up spins exactly there. The set `t` in the code is this choice.

```lean
/-- Every number of up spins from `0` to `N` occurs in some configuration. -/
theorem ups_surjective : Function.Surjective (ups : Config N → Fin (N + 1)) := by
  intro k
  obtain ⟨t, -, ht⟩ := Finset.exists_subset_card_eq
    (s := (Finset.univ : Finset (Fin N))) (n := k.val)
    (by rw [Finset.card_univ, Fintype.card_fin]; exact Nat.le_of_lt_succ k.isLt)
  refine ⟨fun i => decide (i ∈ t), Fin.ext ?_⟩
  simpa [ups] using ht
```

## (c) Amplitudes that only count

Show that $\psi$ is invariant under all neighbour exchanges if and only if there is a function $f$ with

$$\psi(\sigma)=f(n(\sigma))\quad\text{for all }\sigma.$$

Suppose $\psi$ is invariant and $n(\tau)=n(\sigma)$. Match the up orbitals of $\tau$ with those of $\sigma$, and the down orbitals likewise. This gives a permutation $e$ with $\sigma\circ e=\tau$, so $\psi(\tau)=\psi(\sigma)$ by (a). Now pick one configuration $\tau_k$ for each $k$, which (b) allows, and set $f(k)=\psi(\tau_k)$. Conversely, an exchange does not alter $n$.

In the code `Function.surjInv` picks $\tau_k$, and `extendSubtype` extends the matching of up orbitals to a permutation of all orbitals.

```lean
/-- A state is invariant under all neighbour exchanges exactly when its amplitudes depend
only on the number of up spins. -/
theorem mem_neighbourSymmetric_iff (ψ : State N) :
    ψ ∈ neighbourSymmetric N ↔ ∃ f : Fin (N + 1) → ℂ, ∀ σ, f (ups σ) = ψ σ := by
  constructor
  · intro h
    refine ⟨fun k => ψ (Function.surjInv ups_surjective k), fun σ => ?_⟩
    change ψ (Function.surjInv ups_surjective (ups σ)) = ψ σ
    -- configurations with equally many up spins differ by a permutation
    have hc := congrArg Fin.val (Function.surjInv_eq ups_surjective (ups σ))
    generalize Function.surjInv ups_surjective (ups σ) = τ at hc ⊢
    have hcard : Fintype.card {i // τ i = true} = Fintype.card {i // σ i = true} := by
      rw [Fintype.card_subtype, Fintype.card_subtype]; exact hc
    let e := Fintype.equivOfCardEq hcard
    have he : σ ∘ e.extendSubtype = τ := by
      funext i
      by_cases hi : τ i = true
      · exact (e.extendSubtype_mem i hi).trans hi.symm
      · have h2 := e.extendSubtype_not_mem i hi
        rw [Bool.not_eq_true] at hi h2
        exact h2.trans hi.symm
    exact (congrArg ψ he).symm.trans (perm_invariant h _ σ)
  · rintro ⟨f, hf⟩ i j _ σ
    rw [← hf, ← hf]
    congr 1
    apply Fin.ext
    simp only [ups, Finset.card_filter]
    exact Equiv.sum_comp (Equiv.swap i j) (fun l => if σ l = true then 1 else 0)
```

## (d) Counting dimensions

Show that the space of invariant states has

$$\dim = N+1.$$

The linear map $f\mapsto f\circ n$ sends functions on $\{0,\dots,N\}$ to states. By (c) its image is the invariant space. By (b) it is injective, since every value $f(k)$ appears as an amplitude. The image therefore has the dimension of $\mathbb C^{N+1}$. The map is `LinearMap.funLeft` in the code.

```lean
/-- The states invariant under all neighbour exchanges form a space of dimension `N + 1`. -/
theorem finrank_neighbourSymmetric (N : ℕ) :
    Module.finrank ℂ (neighbourSymmetric N) = N + 1 := by
  have hr : neighbourSymmetric N =
      LinearMap.range (LinearMap.funLeft ℂ ℂ (ups : Config N → Fin (N + 1))) := by
    ext ψ
    rw [mem_neighbourSymmetric_iff, LinearMap.mem_range]
    exact ⟨fun ⟨f, hf⟩ => ⟨f, funext hf⟩, fun ⟨f, hf⟩ => ⟨f, congrFun hf⟩⟩
  rw [hr, LinearMap.finrank_range_of_inj
    (LinearMap.funLeft_injective_of_surjective ℂ ℂ _ ups_surjective)]
  simp
```

## (e) Dirac's exchange identity

For $i\neq j$, show that

$$(\mathbf S_i\cdot\mathbf S_j\,\psi)(\sigma)=\tfrac12\,\psi(\sigma\circ(i\,j))-\tfrac14\,\psi(\sigma).$$

Let $A(b,c)$ be the amplitude with spin $b$ at $i$, spin $c$ at $j$, and all other spins as in $\sigma$. Put $s=\sigma_i$ and $t=\sigma_j$, and write a bar for a flipped spin.

- If $s=t$, the $x$ part gives $\tfrac14A(\bar s,\bar s)$, the $y$ part $(\pm\tfrac i2)^2A(\bar s,\bar s)=-\tfrac14A(\bar s,\bar s)$, and the $z$ part $\tfrac14A(s,s)$. The sum is $\tfrac14A(s,s)=(\tfrac12-\tfrac14)A(s,s)$.
- If $s\ne t$, the $x$ and $y$ parts each give $\tfrac14A(t,s)$, and the $z$ part gives $-\tfrac14A(s,t)$. The sum is $\tfrac12A(t,s)-\tfrac14A(s,t)$.

The code introduces the same `A`, splits into the four values of $(s,t)$, and closes each case with $i^2=-1$ (`Complex.I_sq`).

```lean
/-- Dirac's exchange identity: for two distinct orbitals, the scalar product of the spins is
half the exchange of the two spins minus one quarter. -/
theorem spinDot_eq_exchange {i j : Fin N} (hij : i ≠ j) (ψ : State N) (σ : Config N) :
    spinDot i j ψ σ = 1 / 2 * ψ (σ ∘ Equiv.swap i j) - 1 / 4 * ψ σ := by
  -- the four amplitudes that the two spins can reach
  obtain ⟨A, hA⟩ : ∃ A : Bool → Bool → ℂ, ∀ b c,
      ψ (Function.update (Function.update σ i b) j c) = A b c := ⟨_, fun _ _ => rfl⟩
  have hP : ψ (σ ∘ Equiv.swap i j) = A (σ j) (σ i) := by
    rw [← hA]
    congr 1
    funext k
    simp only [Function.comp_apply, Equiv.swap_apply_def, Function.update_apply]
    split_ifs <;> simp_all
  have hB : ψ σ = A (σ i) (σ j) := by rw [← hA]; simp
  rw [hP, hB]
  simp only [spinDot, LinearMap.add_apply, Pi.add_apply, Module.End.mul_apply, site,
    LinearMap.coe_mk, AddHom.coe_mk, Fintype.sum_bool, Function.update_of_ne hij.symm, hA]
  cases σ i <;> cases σ j <;> simp only [sx, sy, sz, reduceIte, reduceCtorEq]
  · linear_combination (A true true / 4) * Complex.I_sq
  · linear_combination (-(A true false / 4)) * Complex.I_sq
  · linear_combination (-(A false true / 4)) * Complex.I_sq
  · linear_combination (A false false / 4) * Complex.I_sq
```

## (f) The same orbital twice

Show that

$$(\mathbf S_i\cdot\mathbf S_i\,\psi)(\sigma)=\tfrac34\,\psi(\sigma).$$

Each component squares to $\tfrac14$: two $x$ flips give $\tfrac12\cdot\tfrac12$, two $y$ flips give $(-\tfrac i2)(\tfrac i2)$, and $z$ gives $(\pm\tfrac12)^2$. The code checks the two values of $\sigma_i$ separately.

```lean
/-- The squared spin of a single orbital is `3/4`. -/
theorem spinDot_self (i : Fin N) (ψ : State N) (σ : Config N) :
    spinDot i i ψ σ = 3 / 4 * ψ σ := by
  obtain ⟨A, hA⟩ : ∃ A : Bool → ℂ, ∀ b, ψ (Function.update σ i b) = A b :=
    ⟨_, fun _ => rfl⟩
  have hB : ψ σ = A (σ i) := by rw [← hA]; simp
  rw [hB]
  simp only [spinDot, LinearMap.add_apply, Pi.add_apply, Module.End.mul_apply, site,
    LinearMap.coe_mk, AddHom.coe_mk, Fintype.sum_bool, Function.update_self,
    Function.update_idem, hA]
  cases σ i <;> simp only [sx, sy, sz, reduceIte, reduceCtorEq]
  · linear_combination (-(A false / 4)) * Complex.I_sq
  · linear_combination (-(A true / 4)) * Complex.I_sq
```

## (g) The total spin in terms of exchanges

Show that

$$(\mathbf S^2\psi)(\sigma)=\tfrac N2\left(\tfrac N2+1\right)\psi(\sigma)-\tfrac12\sum_{i,j}\bigl[\psi(\sigma)-\psi(\sigma\circ(i\,j))\bigr].$$

Expanding the squares gives $\mathbf S^2=\sum_{i,j}\mathbf S_i\cdot\mathbf S_j$ over all ordered pairs, including $i=j$. By (e) and (f), each term acts as

$$\tfrac14\psi(\sigma)+\tfrac12\delta_{ij}\,\psi(\sigma)-\tfrac12\bigl[\psi(\sigma)-\psi(\sigma\circ(i\,j))\bigr],$$

where the bracket vanishes for $i=j$. The first two parts add up to $\tfrac{N^2}4+\tfrac N2=\tfrac N2(\tfrac N2+1)$. In the code, `hsum` is the expansion and `h` the formula for one pair.

As an example, take $N=3$ and let $\psi$ be $1$ on $\uparrow\downarrow\downarrow$ and $0$ elsewhere. At $\uparrow\downarrow\downarrow$, four ordered pairs move the up spin, so the result is $\tfrac{15}4-\tfrac12\cdot4=\tfrac74$. At $\downarrow\uparrow\downarrow$ and at $\downarrow\downarrow\uparrow$, two ordered pairs contribute $-1$ each, which gives $1$. Hence

$$\mathbf S^2|{\uparrow\downarrow\downarrow}\rangle=\tfrac74|{\uparrow\downarrow\downarrow}\rangle+|{\downarrow\uparrow\downarrow}\rangle+|{\downarrow\downarrow\uparrow}\rangle.$$

The symmetric sum $|{\uparrow\downarrow\downarrow}\rangle+|{\downarrow\uparrow\downarrow}\rangle+|{\downarrow\downarrow\uparrow}\rangle$ has eigenvalue $\tfrac74+1+1=\tfrac{15}4$, that is, spin $\tfrac32$. The difference $|{\uparrow\downarrow\downarrow}\rangle-|{\downarrow\uparrow\downarrow}\rangle$ has $\tfrac74-1=\tfrac34$, that is, spin $\tfrac12$.

```lean
/-- The squared total spin is `(N/2)(N/2+1)` minus half the sum, over all ordered pairs, of the
state minus its exchanged copy. -/
theorem totalSpinSq_apply (ψ : State N) (σ : Config N) :
    totalSpinSq N ψ σ = (N / 2 : ℂ) * (N / 2 + 1) * ψ σ
      - 1 / 2 * ∑ i, ∑ j, (ψ σ - ψ (σ ∘ Equiv.swap i j)) := by
  have hsum : totalSpinSq N = ∑ i, ∑ j, spinDot i j := by
    simp only [totalSpinSq, spinDot, sq, Finset.sum_mul_sum, Finset.sum_add_distrib]
  have h : ∀ i j : Fin N, spinDot i j ψ σ = 1 / 4 * ψ σ
      + (if i = j then 1 / 2 * ψ σ else 0) - 1 / 2 * (ψ σ - ψ (σ ∘ Equiv.swap i j)) := by
    intro i j
    by_cases hij : i = j
    · subst hij
      rw [spinDot_self, if_pos rfl, Equiv.swap_self]
      change _ = 1 / 4 * ψ σ + 1 / 2 * ψ σ - 1 / 2 * (ψ σ - ψ σ)
      ring
    · rw [spinDot_eq_exchange hij, if_neg hij]; ring
  rw [hsum]
  simp only [LinearMap.sum_apply, Finset.sum_apply, h]
  simp only [Finset.sum_sub_distrib, Finset.sum_add_distrib, ← Finset.mul_sum,
    Finset.sum_ite_eq, Finset.mem_univ, if_true, Finset.sum_const, Finset.card_univ,
    Fintype.card_fin, nsmul_eq_mul]
  ring
```

## (h) Invariance is maximal spin

Show that the invariant states form the full eigenspace

$$\Bigl\{\psi:\ \mathbf S^2\psi=\tfrac N2\left(\tfrac N2+1\right)\psi\Bigr\},$$

and that its dimension is therefore the one found in (d).

If $\psi$ is invariant, every bracket in (g) vanishes by (a), and the eigenvalue equation follows.

Conversely, the eigenvalue equation makes the double sum in (g) vanish at every $\sigma$. Multiply it by $\psi(\sigma)^*$, take the real part and sum over $\sigma$. For complex $a,b$,

$$|a-b|^2=2\,\mathrm{Re}[a^*(a-b)]+|b|^2-|a|^2.$$

With $a=\psi(\sigma)$ and $b=\psi(\sigma\circ(i\,j))$, the last two terms cancel after summation over $\sigma$, because an exchange only reorders the configurations. Hence

$$\sum_{i,j}\sum_\sigma|\psi(\sigma)-\psi(\sigma\circ(i\,j))|^2=0.$$

No term is negative, so each is zero, and $\psi$ is invariant under every exchange. The same identity shows why this spin is maximal: for any $\psi$, the double sum in (g), multiplied by $\psi(\sigma)^*$ and summed over $\sigma$, has a real part that is never negative, so no eigenvalue of $\mathbf S^2$ exceeds $\tfrac N2(\tfrac N2+1)$. The code does not state this bound.

In the code, `hσ` is the vanishing real part at each $\sigma$, `hsq` the identity for one pair and `htot` the vanishing total. The theorem states the equality of the two subspaces together with the dimension, for every natural number $N$. For $N=1$ there are no neighbours, and the space is the whole spin-$\tfrac12$ doublet. In general the dimension equals $2S+1$ with $S=N/2$, so the maximal spin occurs as a single multiplet; labelling its members by $S^z$ is standard angular-momentum theory, which the code does not formalise.

```lean
/-- The states invariant under all neighbour exchanges are exactly those of total spin `N/2`,
and they form a space of dimension `N + 1`. -/
theorem neighbourSymmetric_eq_maximal_spin (N : ℕ) :
    neighbourSymmetric N =
        Module.End.eigenspace (totalSpinSq N) ((N / 2 : ℂ) * (N / 2 + 1)) ∧
      Module.finrank ℂ (neighbourSymmetric N) = N + 1 := by
  refine ⟨?_, finrank_neighbourSymmetric N⟩
  ext ψ
  rw [Module.End.mem_eigenspace_iff]
  constructor
  · intro h
    funext σ
    rw [totalSpinSq_apply]
    simp [perm_invariant h]
  · intro h
    -- at each σ, the real part of conj (ψ σ) times the exchange sum vanishes
    have hσ : ∀ σ, ∑ i, ∑ j, (conj (ψ σ) * (ψ σ - ψ (σ ∘ Equiv.swap i j))).re = 0 := by
      intro σ
      have h1 := congrFun h σ
      rw [totalSpinSq_apply, Pi.smul_apply, smul_eq_mul] at h1
      have h0 : ∑ i, ∑ j, (ψ σ - ψ (σ ∘ Equiv.swap i j)) = 0 := by
        linear_combination (-2) * h1
      have h2 := congrArg (fun z => (conj (ψ σ) * z).re) h0
      simpa only [Finset.mul_sum, Complex.re_sum, mul_zero, Complex.zero_re] using h2
    -- for one pair, these real parts summed over σ are half a sum of squared norms
    have hsq : ∀ i j : Fin N, ∑ σ, Complex.normSq (ψ σ - ψ (σ ∘ Equiv.swap i j)) =
        2 * ∑ σ, (conj (ψ σ) * (ψ σ - ψ (σ ∘ Equiv.swap i j))).re := by
      intro i j
      have hre : ∑ σ : Config N, Complex.normSq (ψ (σ ∘ Equiv.swap i j)) =
          ∑ σ, Complex.normSq (ψ σ) :=
        Equiv.sum_comp ((Equiv.swap i j).arrowCongr (Equiv.refl Bool))
          (fun σ => Complex.normSq (ψ σ))
      have hp : ∀ a b : ℂ, Complex.normSq (a - b) =
          2 * (conj a * (a - b)).re + (Complex.normSq b - Complex.normSq a) := by
        intro a b
        simp only [Complex.normSq_apply, Complex.mul_re, Complex.sub_re, Complex.sub_im,
          Complex.conj_re, Complex.conj_im]
        ring
      rw [Finset.sum_congr rfl fun σ _ => hp (ψ σ) (ψ (σ ∘ Equiv.swap i j)),
        Finset.sum_add_distrib, Finset.sum_sub_distrib, hre, sub_self, add_zero,
        ← Finset.mul_sum]
    have htot : ∑ i, ∑ j, ∑ σ, Complex.normSq (ψ σ - ψ (σ ∘ Equiv.swap i j)) = 0 := by
      simp only [hsq, ← Finset.mul_sum]
      rw [Finset.sum_congr rfl fun i _ => Finset.sum_comm, Finset.sum_comm,
        Finset.sum_eq_zero fun σ _ => hσ σ, mul_zero]
    -- so each squared norm vanishes
    intro i j _ σ
    have hi := (Finset.sum_eq_zero_iff_of_nonneg (fun i _ => Finset.sum_nonneg fun j _ =>
      Finset.sum_nonneg fun σ _ => Complex.normSq_nonneg _)).1 htot i (Finset.mem_univ i)
    have hj := (Finset.sum_eq_zero_iff_of_nonneg (fun j _ =>
      Finset.sum_nonneg fun σ _ => Complex.normSq_nonneg _)).1 hi j (Finset.mem_univ j)
    have hs := (Finset.sum_eq_zero_iff_of_nonneg (fun σ _ =>
      Complex.normSq_nonneg _)).1 hj σ (Finset.mem_univ σ)
    exact (sub_eq_zero.1 (Complex.normSq_eq_zero.1 hs)).symm

end

end FlatBandFerromagnetism
```

```lean
#print axioms FlatBandFerromagnetism.neighbourSymmetric_eq_maximal_spin
```

```
'FlatBandFerromagnetism.neighbourSymmetric_eq_maximal_spin' depends on axioms: [propext, Classical.choice, Quot.sound]
```
